# The Wick rule for two contractions between nonorthogonal determinants

Two Slater determinants of $n$ electrons, each with the prefactor $1/\sqrt{n!}$, are built from different, mutually nonorthogonal sets of spin orbitals, as in nonorthogonal configuration interaction. With $S_{ip}=\langle\chi_i|\phi_p\rangle$ for occupied bra orbitals $\chi_i$ and ket orbitals $\phi_p$, their overlap is $\det S$. Exciting ket orbital $j$ into an orbital with bra overlaps $u_i$ replaces column $j$ of $S$ by $u$. For a double excitation that replaces columns $j\neq k$ by $u$ and $v$, with $S$ invertible, the new overlap is
$$D_{jk}(u,v)=\det S\,(x_jy_k-x_ky_j),\qquad x=S^{-1}u,\quad y=S^{-1}v,$$
a direct minus an exchange product of contractions. Wick's theorem proper expands operator products into normal-ordered terms and contractions; here only the determinant identity is treated, and the reading of determinants as state overlaps is taken as given, not proved.

## Setting

The finite type `n` labels occupied orbitals, with rows for the bra and columns for the ket, and `m` labels replacements. `R` is a commutative ring and `K` a field, for instance $\mathbb C$. The identities below contain no complex conjugation, and $S$ need not be Hermitian.

```lean
import Mathlib

open Matrix

namespace NonorthogonalWick

noncomputable section

variable {n m : Type*} [Fintype n] [DecidableEq n] [Fintype m] [DecidableEq m]
variable {R : Type*} [CommRing R] {K : Type*} [Field K]
```

A map $f$ lists the replaced positions, and `selector` is $E_{ia}=\delta_{i,f(a)}$.

```lean
/-- The selector matrix `E` of a list `f` of orbital positions: column `a` is the unit vector
at position `f a`. -/
def selector (R : Type*) [CommRing R] (f : m → n) : Matrix n m R :=
  Matrix.of fun i a => if i = f a then 1 else 0
```

`replaceCols S f U`, written $S[f\leftarrow U]$, puts column $a$ of $U$ at position $f(a)$ when $f$ is injective; if a position is repeated, one of the competing columns is chosen.

```lean
/-- The overlap matrix `S` with each column in the range of `f` replaced by a column of `U` mapped to it; for injective `f`, column `f a` becomes column `a` of `U`. -/
def replaceCols (S : Matrix n n R) (f : m → n) (U : Matrix n m R) : Matrix n n R :=
  Matrix.of fun i j => Function.extend f (U i) (S i) j
```

`singleOverlap` is $D_j(u)$, the determinant with column $j$ replaced, and `doubleOverlap` is $D_{jk}(u,v)$.

```lean
/-- Determinant of the overlap matrix with column `j` replaced by `u`. -/
def singleOverlap (S : Matrix n n R) (j : n) (u : n → R) : R :=
  (S.updateCol j u).det

/-- Determinant of the overlap matrix with column `j` replaced by `u` and then column `k` replaced by `v`. -/
def doubleOverlap (S : Matrix n n R) (j k : n) (u v : n → R) : R :=
  ((S.updateCol j u).updateCol k v).det
```

## (a) Selecting columns

Compute $SE$.

Solution. $(SE)_{ia}=\sum_l S_{il}\delta_{l,f(a)}=S_{i,f(a)}$.

```lean
omit [Fintype m] [DecidableEq m] in
/-- Multiplying by the selector on the right picks out the columns `f a`. -/
theorem mul_selector (S : Matrix n n R) (f : m → n) :
    S * selector R f = S.submatrix id f := by
  refine Matrix.ext fun i a => ?_
  simp [selector, Matrix.mul_apply]
```

## (b) Selecting rows

Compute $E^TX$.

Solution. $(E^TX)_{ab}=\sum_l\delta_{l,f(a)}X_{lb}=X_{f(a),b}$.

```lean
omit [Fintype m] [DecidableEq m] in
/-- Multiplying by the transposed selector on the left picks out the rows `f a`. -/
theorem selector_transpose_mul (f : m → n) (X : Matrix n m R) :
    (selector R f)ᵀ * X = X.submatrix f id := by
  refine Matrix.ext fun a b => ?_
  simp [selector, Matrix.mul_apply]
```

## (c) Replaced columns

For injective $f$, find column $f(a)$ of $S[f\leftarrow U]$.

Solution. Only $a$ is sent to $f(a)$, so the entry is $U_{ia}$.

```lean
omit [Fintype n] [DecidableEq n] [Fintype m] [DecidableEq m] [CommRing R] in
/-- For distinct positions, column `f a` of the replaced matrix is column `a` of `U`. -/
theorem replaceCols_hit {f : m → n} (hf : Function.Injective f) (S : Matrix n n R)
    (U : Matrix n m R) (i : n) (a : m) : replaceCols S f U i (f a) = U i a := by
  show Function.extend f (U i) (S i) (f a) = U i a
  exact hf.extend_apply (U i) (S i) a
```

## (d) Untouched columns

Find column $j$ when $j$ is not in the list.

Solution. The definition leaves $S_{ij}$.

```lean
omit [Fintype n] [DecidableEq n] [Fintype m] [DecidableEq m] [CommRing R] in
/-- A column whose position is not in the list is left unchanged. -/
theorem replaceCols_miss {f : m → n} (S : Matrix n n R) (U : Matrix n m R) (i j : n)
    (h : ¬∃ a, f a = j) : replaceCols S f U i j = S i j := by
  show Function.extend f (U i) (S i) j = S i j
  exact Function.extend_apply' (U i) (S i) j h
```

## (e) Replacement as an update

For injective $f$, show $S[f\leftarrow U]=S+(U-SE)E^T$.

Solution. By (a) the right side has entries $S_{ij}+\sum_b(U_{ib}-S_{i,f(b)})\delta_{j,f(b)}$. For $j=f(a)$ only $b=a$ survives (`Finset.sum_eq_single a`), leaving $U_{ia}$. Otherwise the sum vanishes, leaving $S_{ij}$. These match (c) and (d).

```lean
omit [DecidableEq m] in
/-- Replacing columns at distinct positions is the update `S + (U - S E) Eᵀ`. -/
theorem replaceCols_eq {f : m → n} (hf : Function.Injective f) (S : Matrix n n R)
    (U : Matrix n m R) :
    replaceCols S f U = S + (U - S * selector R f) * (selector R f)ᵀ := by
  rw [mul_selector]
  refine Matrix.ext fun i j => ?_
  rw [Matrix.add_apply, Matrix.mul_apply]
  by_cases h : ∃ a, f a = j
  · obtain ⟨a, rfl⟩ := h
    rw [replaceCols_hit hf, Finset.sum_eq_single a]
    · simp [selector]
    · intro b _ hb
      have hab : ¬ f a = f b := fun h => hb (hf h).symm
      simp [selector, hab]
    · intro h
      exact absurd (Finset.mem_univ a) h
  · have hne : ∀ b, ¬ j = f b := fun b hb => h ⟨b, hb.symm⟩
    rw [replaceCols_miss S U i j h]
    simp [selector, hne]
```

## (f) Reduction to a minor

For injective $f$ and any $S$ over a commutative ring, show $\det S[f\leftarrow SX]=\det S\,\det[X_{f(a),b}]$.

Solution. By (e) the matrix is $S\,(1+(X-E)E^T)$, which is `h1`. Injectivity gives $(E^TE)_{ab}=\delta_{f(a),f(b)}=\delta_{ab}$, which is `hE`. With $\det(1+AB)=\det(1+BA)$ (`Matrix.det_one_add_mul_comm`),
$$\det(1+(X-E)E^T)=\det(1+E^TX-E^TE)=\det(E^TX),$$
and (b) identifies $E^TX$ with the rows $f(a)$ of $X$.

```lean
/-- For injective `f`, if the new columns are `S X`, the determinant of the replaced matrix is `det S` times the
minor of `X` on the rows `f a`. -/
theorem det_replaceCols_mul {f : m → n} (hf : Function.Injective f) (S : Matrix n n R)
    (X : Matrix n m R) :
    (replaceCols S f (S * X)).det = S.det * (X.submatrix f id).det := by
  -- factor out the overlap matrix
  have h1 : replaceCols S f (S * X)
      = S * (1 + (X - selector R f) * (selector R f)ᵀ) := by
    rw [replaceCols_eq hf, Matrix.mul_add, Matrix.mul_one, ← Matrix.mul_assoc, Matrix.mul_sub]
  have hE : (selector R f)ᵀ * selector R f = 1 := by
    rw [selector_transpose_mul]
    refine Matrix.ext fun a b => ?_
    simp [selector, Matrix.one_apply, hf.eq_iff]
  have h2 : (1 : Matrix m m R) + (X.submatrix f id - 1) = X.submatrix f id := by abel
  -- det (1 + A B) = det (1 + B A) reduces the size from n to m
  rw [h1, Matrix.det_mul, Matrix.det_one_add_mul_comm, Matrix.mul_sub, hE,
    selector_transpose_mul, h2]
```

## (g) Any number of contractions

Over a field, with $\det S\neq0$ and $f$ injective, show $\det S[f\leftarrow U]=\det S\,\det[(S^{-1}U)_{f(a),b}]$.

Solution. Put $X=S^{-1}U$ in (f) and use $SX=U$, which is `hU`.

```lean
/-- Any number of contractions: for injective `f` and `det S ≠ 0`, replacing the columns `f a` by the columns of
`U` gives `det S` times the determinant of the contractions `(S⁻¹ U) (f a) b`. -/
theorem det_replaceCols {f : m → n} (hf : Function.Injective f) (S : Matrix n n K)
    (hS : S.det ≠ 0) (U : Matrix n m K) :
    (replaceCols S f U).det = S.det * ((S⁻¹ * U).submatrix f id).det := by
  have hu : IsUnit S.det := isUnit_iff_ne_zero.mpr hS
  have hU : S * (S⁻¹ * U) = U := by
    rw [← Matrix.mul_assoc, Matrix.mul_nonsing_inv _ hu, Matrix.one_mul]
  have h := det_replaceCols_mul hf S (S⁻¹ * U)
  rwa [hU] at h
```

## (h) One contraction

Over a field, with $\det S\neq0$, show $D_j(u)=\det S\,(S^{-1}u)_j$.

Solution. The Cramer vector $c_j=D_j(u)$, in Lean `Matrix.cramer S u`, obeys $Sc=(\det S)\,u$. Multiplying by $S^{-1}$ gives $c=\det S\,S^{-1}u$.

```lean
/-- One contraction: for `det S ≠ 0`, replacing column `j` by `u` gives `det S · (S⁻¹ u) j`. -/
theorem wick_one_contraction (S : Matrix n n K) (hS : S.det ≠ 0) (j : n) (u : n → K) :
    singleOverlap S j u = S.det * (S⁻¹ *ᵥ u) j := by
  have hu : IsUnit S.det := isUnit_iff_ne_zero.mpr hS
  have h : Matrix.cramer S u = S.det • (S⁻¹ *ᵥ u) := by
    rw [← Matrix.mulVec_smul, ← Matrix.mulVec_cramer, Matrix.mulVec_mulVec,
      Matrix.nonsing_inv_mul _ hu, Matrix.one_mulVec]
  unfold singleOverlap
  rw [← Matrix.cramer_apply, h, Pi.smul_apply, smul_eq_mul]
```

## (i) Two columns of the form $Sx$, $Sy$

Over a commutative ring, with $j\neq k$, show $D_{jk}(Sx,Sy)=\det S\,(x_jy_k-x_ky_j)$.

Solution. Let $X$ have columns $x,y$ and take the list $f=(j,k)$, injective because $j\neq k$. Comparing columns $k$, $j$ and all others shows that the two successive updates equal $S[f\leftarrow SX]$ (`key`). By (f) the remaining factor is
$$\det\begin{pmatrix}x_j&y_j\\x_k&y_k\end{pmatrix}=x_jy_k-x_ky_j .$$

```lean
/-- Replacing columns `j ≠ k` by `S x` and `S y` gives `det S · (x j y k - x k y j)`. -/
theorem doubleOverlap_mulVec (S : Matrix n n R) {j k : n} (hjk : j ≠ k) (x y : n → R) :
    doubleOverlap S j k (S *ᵥ x) (S *ᵥ y) = S.det * (x j * y k - x k * y j) := by
  have hf : Function.Injective ![j, k] := by
    intro a b
    fin_cases a <;> fin_cases b <;> simp [hjk, hjk.symm]
  obtain ⟨X, hX0, hX1⟩ : ∃ X : Matrix n (Fin 2) R, (∀ i, X i 0 = x i) ∧ ∀ i, X i 1 = y i :=
    ⟨Matrix.of fun i => ![x i, y i], fun _ => rfl, fun _ => rfl⟩
  -- two successive column updates are one replacement along the list (j, k)
  have key : (S.updateCol j (S *ᵥ x)).updateCol k (S *ᵥ y)
      = replaceCols S ![j, k] (S * X) := by
    refine Matrix.ext fun i l => ?_
    have h0 : replaceCols S ![j, k] (S * X) i j = (S * X) i 0 :=
      replaceCols_hit hf S (S * X) i 0
    have h1 : replaceCols S ![j, k] (S * X) i k = (S * X) i 1 :=
      replaceCols_hit hf S (S * X) i 1
    by_cases hk : l = k
    · rw [hk, h1, Matrix.updateCol_self]
      simp [Matrix.mul_apply, Matrix.mulVec, dotProduct, hX1]
    · by_cases hj : l = j
      · rw [hj, h0, Matrix.updateCol_ne hjk, Matrix.updateCol_self]
        simp [Matrix.mul_apply, Matrix.mulVec, dotProduct, hX0]
      · have hmiss : ¬∃ a, ![j, k] a = l := by
          rintro ⟨a, ha⟩
          fin_cases a
          · exact hj ha.symm
          · exact hk ha.symm
        rw [Matrix.updateCol_ne hk, Matrix.updateCol_ne hj, replaceCols_miss S _ i l hmiss]
  unfold doubleOverlap
  rw [key, det_replaceCols_mul hf, Matrix.det_fin_two]
  simp only [Matrix.submatrix_apply, id_eq, hX0, hX1]
  change S.det * (x j * y k - y j * x k) = _
  ring
```

## (j) The rule for two contractions

Prove the formula at the top. In `wick_two_contractions`, `hS` is the nonzero overlap $\det S\neq0$, `hjk` says that two different orbitals are replaced, `u` and `v` are arbitrary, and `(S⁻¹ *ᵥ u) j` is $x_j$.

Solution. Put $x=S^{-1}u$, $y=S^{-1}v$ in (i); `hinv` supplies $Sx=u$ and $Sy=v$.

For invertible $S$, one inverse thus gives every doubly replaced overlap. If $j=k$, the second update overwrites the first: $S=1$ and $v=e_j$ give $1$ on the left and $0$ on the right.

```lean
/-- Wick rule for two contractions: for `det S ≠ 0` and `j ≠ k`, replacing columns `j`, `k` by
`u`, `v` gives `det S · (x j y k - x k y j)` with `x = S⁻¹ u`, `y = S⁻¹ v`. -/
theorem wick_two_contractions (S : Matrix n n K) (hS : S.det ≠ 0) {j k : n} (hjk : j ≠ k)
    (u v : n → K) :
    doubleOverlap S j k u v
      = S.det * ((S⁻¹ *ᵥ u) j * (S⁻¹ *ᵥ v) k - (S⁻¹ *ᵥ u) k * (S⁻¹ *ᵥ v) j) := by
  have hu : IsUnit S.det := isUnit_iff_ne_zero.mpr hS
  have hinv : ∀ w : n → K, S *ᵥ (S⁻¹ *ᵥ w) = w := by
    intro w
    rw [Matrix.mulVec_mulVec, Matrix.mul_nonsing_inv _ hu, Matrix.one_mulVec]
  have h := doubleOverlap_mulVec S hjk (S⁻¹ *ᵥ u) (S⁻¹ *ᵥ v)
  rwa [hinv u, hinv v] at h
```

## (k) Inverse-free form

Over an integral domain, for $j\neq k$ and any $S$, singular or not, show
$$\det S\;D_{jk}(u,v)=D_j(u)D_k(v)-D_k(u)D_j(v).$$

Solution. Let $M$ be a square matrix over $R[t]$ with $d=\det M\neq0$, let $U$ and $V$ be vectors over $R[t]$, and for the moment form $D_j$, $D_k$ and $D_{jk}$ from $M$ instead of $S$. Insert the Cramer vectors of $U$ and $V$ into (i). Since $M$ maps them to $dU$ and $dV$,
$$D_{jk}(dU,dV)=d\,\bigl(D_j(U)D_k(V)-D_k(U)D_j(V)\bigr).$$
Linearity in each column makes the left side $d^2D_{jk}(U,V)$ (`hscale`), and one $d$ cancels because $R[t]$ has no zero divisors (`mul_left_cancel₀`). Now take the constant vectors $U=u$, $V=v$ and $M=t\,1+S$, which is `Matrix.charmatrix (-S)`; its determinant is monic, hence nonzero. Setting $t=0$ is a ring homomorphism `φ` that commutes with determinants and column updates (`hdet`, `hupd`) and sends $M$ to $S$.

For $\det S=0$ the identity says that the right side vanishes and gives no value for $D_{jk}$.

```lean
/-- Inverse-free form, for `j ≠ k` and any overlap matrix over an integral domain: `det S` times the doubly
replaced determinant is the antisymmetrised product of singly replaced determinants. -/
theorem det_mul_doubleOverlap [IsDomain R] (S : Matrix n n R) {j k : n} (hjk : j ≠ k)
    (u v : n → R) :
    S.det * doubleOverlap S j k u v
      = singleOverlap S j u * singleOverlap S k v
        - singleOverlap S k u * singleOverlap S j v := by
  -- nonsingular matrices of polynomials: insert Cramer vectors and cancel one determinant
  have key : ∀ (M : Matrix n n (Polynomial R)) (U V : n → Polynomial R), M.det ≠ 0 →
      M.det * doubleOverlap M j k U V
        = singleOverlap M j U * singleOverlap M k V
          - singleOverlap M k U * singleOverlap M j V := by
    intro M U V hM
    have hswap : ∀ a b : n → Polynomial R,
        (M.updateCol j a).updateCol k b = (M.updateCol k b).updateCol j a := by
      intro a b
      refine Matrix.ext fun i l => ?_
      simp only [Matrix.updateCol_apply]
      by_cases h1 : l = k
      · simp [h1, hjk.symm]
      · simp [h1]
    have hscale : doubleOverlap M j k (M.det • U) (M.det • V)
        = M.det * (M.det * doubleOverlap M j k U V) := by
      unfold doubleOverlap
      rw [Matrix.det_updateCol_smul, hswap, Matrix.det_updateCol_smul, ← hswap]
    have h := doubleOverlap_mulVec M hjk (Matrix.cramer M U) (Matrix.cramer M V)
    rw [Matrix.mulVec_cramer, Matrix.mulVec_cramer] at h
    have h2 := mul_left_cancel₀ hM (hscale.symm.trans h)
    simp only [Matrix.cramer_apply] at h2
    exact h2
  -- apply this to t + S and evaluate at t = 0
  obtain ⟨φ, hX, hC⟩ : ∃ φ : Polynomial R →+* R,
      φ Polynomial.X = 0 ∧ ∀ a, φ (Polynomial.C a) = a :=
    ⟨Polynomial.evalRingHom 0, by simp, by simp⟩
  have hM : (Matrix.charmatrix (-S)).det ≠ 0 := (Matrix.charpoly_monic (-S)).ne_zero
  have hmap : (Matrix.charmatrix (-S)).map φ = S := by
    refine Matrix.ext fun a b => ?_
    by_cases h : a = b <;> simp [h, hX, hC]
  have hdet : ∀ A : Matrix n n (Polynomial R), φ A.det = (A.map φ).det := by
    intro A
    rw [RingHom.map_det, RingHom.mapMatrix_apply]
  have hupd : ∀ (A : Matrix n n (Polynomial R)) (l : n) (w : n → Polynomial R),
      (A.updateCol l w).map φ = (A.map φ).updateCol l (fun i => φ (w i)) := by
    intro A l w
    refine Matrix.ext fun a b => ?_
    by_cases hb : b = l <;> simp [hb]
  have h2 := congrArg φ (key (Matrix.charmatrix (-S)) (fun i => Polynomial.C (u i))
    (fun i => Polynomial.C (v i)) hM)
  simp only [singleOverlap, doubleOverlap, _root_.map_mul, _root_.map_sub, hdet, hupd, hmap,
    hC] at h2
  exact h2
```

## (l) A singular overlap

Over $\mathbb Q$, find $\det S=0$ with $D_{jk}=1$.

Solution. Take the zero $2\times2$ matrix and replace both columns by the unit vectors, which gives the identity matrix. The right side in (j) carries the factor $\det S=0$ while the left side is $1$, so `hS` cannot be dropped: orthogonal determinants can have a nonzero doubly excited overlap.

```lean
/-- For the zero `2 × 2` overlap matrix the determinant vanishes, while replacing both columns
by the unit vectors gives determinant one. -/
theorem singular_overlap_double_nonzero :
    (0 : Matrix (Fin 2) (Fin 2) ℚ).det = 0 ∧
      doubleOverlap (0 : Matrix (Fin 2) (Fin 2) ℚ) 0 1 ![1, 0] ![0, 1] = 1 := by
  constructor
  · simp
  · simp [doubleOverlap, Matrix.det_fin_two, Matrix.updateCol_apply]

end

end NonorthogonalWick
```

```lean
#print axioms NonorthogonalWick.wick_one_contraction
#print axioms NonorthogonalWick.wick_two_contractions
#print axioms NonorthogonalWick.det_mul_doubleOverlap
#print axioms NonorthogonalWick.singular_overlap_double_nonzero
```

```
'NonorthogonalWick.wick_one_contraction' depends on axioms: [propext, Classical.choice, Quot.sound]
'NonorthogonalWick.wick_two_contractions' depends on axioms: [propext, Classical.choice, Quot.sound]
'NonorthogonalWick.det_mul_doubleOverlap' depends on axioms: [propext, Classical.choice, Quot.sound]
'NonorthogonalWick.singular_overlap_double_nonzero' depends on axioms: [propext, Classical.choice, Quot.sound]
```
